# For a pair energy f that is C³ in cos θ with |f'''| ≤ M, total-energy exchange and mean local exchange differ by at most M/3

The energy $f(c)$ of two magnetic moments at angle $\theta$, with $c=\cos\theta$, is defined physically only for $-1\le c\le 1$, and the two collinear states sit at the ends of that range. The slope of $f$ at those states is therefore taken here as a one-sided derivative, from within $[-1,1]$, and nothing is assumed about $f$ outside. Signs follow $E=-J\cos\theta$, so a positive exchange favours parallel moments.

## Two exchange constants and the gap between them

The total-energy exchange compares the antiparallel and parallel states:

$$J_{\rm tot}=\frac{f(-1)-f(1)}{2}.$$

The local exchange at $c$ is $J_{\rm loc}(c)=-f'(c)$, and its mean over the two collinear states is

$$\bar J_{\rm loc}=-\frac{f'(1)+f'(-1)}{2}.$$

If $f$ is three times continuously differentiable on $[-1,1]$, then

$$J_{\rm tot}-\bar J_{\rm loc}=\frac14\int_{-1}^{1}(1-c^2)\,f'''(c)\,dc .$$

If also $|f'''|\le M$ there, then $|J_{\rm tot}-\bar J_{\rm loc}|\le M/3$. The constant $M$ is an energy that limits how far $f$ departs from a quadratic in $\cos\theta$. Bilinear and biquadratic coupling contribute nothing to it.

## Comparing energy differences with small rotations

An electronic-structure code can obtain an exchange constant from the energies of the parallel and antiparallel states, or from the energy change when a moment is rotated slightly away from a collinear state. For a pair energy that depends on one angle only, the first route gives $J_{\rm tot}$ and the second gives $J_{\rm loc}(\pm1)$. Since $f(\cos\theta)\approx f(1)-f'(1)\,\theta^2/2$ near $\theta=0$, the angular curvature at the parallel state is $J_{\rm loc}(1)$; at the antiparallel state it is $-J_{\rm loc}(-1)$, so the sign must be reversed before averaging.

The bound concerns the average, not either local value. For $f(c)=-Jc-Bc^2$ the local exchange is $J+2Bc$, which gives $J+2B$ at the parallel state and $J-2B$ at the antiparallel state, while $J_{\rm tot}$ and $\bar J_{\rm loc}$ both equal $J$. Agreement between the last two thus says nothing about the size of the biquadratic term.

## From an explicit primitive to M/3

Define

$$G(c)=(1-c^2)f''(c)+2c\,f'(c)-2f(c).$$

The product rule gives

$$G'=-2c\,f''+(1-c^2)f'''+2f'+2c\,f''-2f'=(1-c^2)f'''.$$

At the ends the weight $1-c^2$ vanishes, so $G(1)=2f'(1)-2f(1)$ and $G(-1)=-2f'(-1)-2f(-1)$. Hence

$$\int_{-1}^{1}(1-c^2)f'''\,dc=2\,[f'(1)+f'(-1)]+2\,[f(-1)-f(1)]=4\,(J_{\rm tot}-\bar J_{\rm loc}).$$

On $[-1,1]$ the weight is nonnegative, so $-M(1-c^2)\le(1-c^2)f'''\le M(1-c^2)$. Its integral is $2-\tfrac23=\tfrac43$. Integrating the inequalities and dividing by 4 gives $\pm M/3$ as the limits.

Suppose now that $f'''\le M$ and $J_{\rm tot}-\bar J_{\rm loc}=M/3$. Then $\int_{-1}^{1}(1-c^2)(M-f''')\,dc=0$. The integrand is continuous and nonnegative, so it vanishes everywhere, and $f'''=M$ for $-1<c<1$.

For $M\ge0$ the energy $f(c)=Mc^3/6$ attains the bound: $f'''=M$, $J_{\rm tot}=-M/6$ and $\bar J_{\rm loc}=-M/2$, with difference $M/3$.

## Lean source

```lean
import Mathlib

open Set

namespace LocalVersusTotalExchange

noncomputable section

-- The physical range of c = cos θ; derivatives are one-sided at its two ends.
local notation "cosRange" => Set.Icc (-1 : ℝ) 1

/-- Total-energy exchange: half the energy of the antiparallel state (c = -1) minus that of
the parallel state (c = 1). -/
def totalExchange (f : ℝ → ℝ) : ℝ := (f (-1) - f 1) / 2

/-- Local exchange at c = cos θ in [-1,1]: minus the slope of the pair energy in c, taken
within [-1,1]. -/
def localExchange (f : ℝ → ℝ) (c : ℝ) : ℝ := -derivWithin f cosRange c

/-- Average of the local exchanges of the parallel and the antiparallel state. -/
def meanLocalExchange (f : ℝ → ℝ) : ℝ := (localExchange f 1 + localExchange f (-1)) / 2

/-- If the pair energy has the ordinary (two-sided) derivative s at a point c of [-1,1], its local
exchange there is -s. -/
theorem localExchange_eq {f : ℝ → ℝ} {s c : ℝ} (hc : c ∈ cosRange)
    (h : HasDerivAt f s c) : localExchange f c = -s := by
  unfold localExchange
  rw [h.hasDerivWithinAt.derivWithin (uniqueDiffOn_Icc (by norm_num) c hc)]

/-- For a C³ pair energy, each derivative of order below three is differentiable at
noncollinear angles, and its slope is the next derivative. -/
theorem hasDerivAt_energy {f : ℝ → ℝ} (hf : ContDiffOn ℝ 3 f cosRange) (m : ℕ) (hm : m < 3)
    {x : ℝ} (hx : x ∈ Ioo (-1 : ℝ) 1) :
    HasDerivAt (iteratedDerivWithin m f cosRange)
      (iteratedDerivWithin (m + 1) f cosRange x) x := by
  have hd := hf.differentiableOn_iteratedDerivWithin (m := m) (by exact_mod_cast hm)
    (uniqueDiffOn_Icc (by norm_num))
  have h := (hd x (Ioo_subset_Icc_self hx)).hasDerivWithinAt
  rw [← iteratedDerivWithin_succ] at h
  exact h.hasDerivAt (Icc_mem_nhds hx.1 hx.2)

/-- If f₀, f₁, f₂ have slopes f₁, f₂, f₃ at x, then (1 - c²) f₂ + 2 c f₁ - 2 f₀ has
slope (1 - x²) f₃ there. -/
theorem hasDerivAt_primitive {f₀ f₁ f₂ : ℝ → ℝ} {f₃ x : ℝ} (h0 : HasDerivAt f₀ (f₁ x) x)
    (h1 : HasDerivAt f₁ (f₂ x) x) (h2 : HasDerivAt f₂ f₃ x) :
    HasDerivAt (fun c => (1 - c ^ 2) * f₂ c + 2 * c * f₁ c - 2 * f₀ c)
      ((1 - x ^ 2) * f₃) x := by
  have hp : HasDerivAt (fun c : ℝ => 1 - c ^ 2) (-(2 * x)) x :=
    ((hasDerivAt_pow 2 x).const_sub 1).congr_deriv (by norm_num)
  have hl : HasDerivAt (fun c : ℝ => 2 * c) 2 x :=
    ((hasDerivAt_id' x).const_mul (2 : ℝ)).congr_deriv (by norm_num)
  exact (((hp.fun_mul h2).fun_add (hl.fun_mul h1)).fun_sub (h0.const_mul 2)).congr_deriv
    (by ring)

/-- The weight 1 - c² times a constant K integrates to 4K/3 over [-1,1]. -/
theorem integral_weight (K : ℝ) : ∫ c in (-1 : ℝ)..1, (1 - c ^ 2) * K = 4 * K / 3 := by
  have h : ∫ c in (-1 : ℝ)..1, (1 - c ^ 2) = 4 / 3 := by
    rw [intervalIntegral.integral_sub]
    · norm_num [integral_pow]
    all_goals exact Continuous.intervalIntegrable (by fun_prop) _ _
  rw [intervalIntegral.integral_mul_const, h]
  ring

/-- For a C³ pair energy the weighted third derivative (1 - c²) f''' is continuous
on [-1,1]. -/
theorem continuousOn_weighted {f : ℝ → ℝ} (hf : ContDiffOn ℝ 3 f cosRange) :
    ContinuousOn (fun c => (1 - c ^ 2) * iteratedDerivWithin 3 f cosRange c) cosRange := by
  have hp : ContinuousOn (fun c : ℝ => 1 - c ^ 2) cosRange := by fun_prop
  exact hp.mul (hf.continuousOn_iteratedDerivWithin (m := 3) (by norm_num)
    (uniqueDiffOn_Icc (by norm_num)))

/-- For a C³ pair energy, total-energy exchange minus mean local exchange is one quarter of
the integral of (1 - c²) f''' over [-1,1]. -/
theorem exchange_difference {f : ℝ → ℝ} (hf : ContDiffOn ℝ 3 f cosRange) :
    totalExchange f - meanLocalExchange f =
      (∫ c in (-1 : ℝ)..1, (1 - c ^ 2) * iteratedDerivWithin 3 f cosRange c) / 4 := by
  have hc : ∀ m : ℕ, m < 3 → ContinuousOn (iteratedDerivWithin m f cosRange) cosRange :=
    fun m hm => (hf.differentiableOn_iteratedDerivWithin (m := m) (by exact_mod_cast hm)
      (uniqueDiffOn_Icc (by norm_num))).continuousOn
  have hp : ContinuousOn (fun c : ℝ => 1 - c ^ 2) cosRange := by fun_prop
  have hl : ContinuousOn (fun c : ℝ => 2 * c) cosRange := by fun_prop
  have e1 : ∀ x, iteratedDerivWithin 1 f cosRange x = derivWithin f cosRange x := by
    intro x
    rw [show (1 : ℕ) = 0 + 1 from rfl, iteratedDerivWithin_succ, iteratedDerivWithin_zero]
  -- the fundamental theorem of calculus for the explicit primitive
  have key : ∫ c in (-1 : ℝ)..1, (1 - c ^ 2) * iteratedDerivWithin 3 f cosRange c =
      4 * (totalExchange f - meanLocalExchange f) := by
    refine (intervalIntegral.integral_eq_sub_of_hasDerivAt_of_le (by norm_num)
      (((hp.mul (hc 2 (by norm_num))).add (hl.mul (hc 1 (by norm_num)))).sub
        (continuousOn_const.mul (hc 0 (by norm_num))))
      (fun x hx => hasDerivAt_primitive (hasDerivAt_energy hf 0 (by norm_num) hx)
        (hasDerivAt_energy hf 1 (by norm_num) hx) (hasDerivAt_energy hf 2 (by norm_num) hx))
      ((continuousOn_weighted hf).intervalIntegrable_of_Icc (by norm_num))).trans ?_
    simp only [Pi.add_apply, Pi.sub_apply, Pi.mul_apply, totalExchange, meanLocalExchange,
      localExchange, e1, iteratedDerivWithin_zero]
    ring
  linarith

/-- For a C³ pair energy with |f'''| ≤ M on [-1,1], the total-energy exchange differs from
the mean local exchange of the two collinear states by at most M/3. -/
theorem abs_total_sub_meanLocal_le {f : ℝ → ℝ} {M : ℝ} (hf : ContDiffOn ℝ 3 f cosRange)
    (hM : ∀ c ∈ cosRange, |iteratedDerivWithin 3 f cosRange c| ≤ M) :
    |totalExchange f - meanLocalExchange f| ≤ M / 3 := by
  have hi := (continuousOn_weighted hf).intervalIntegrable_of_Icc
    (μ := MeasureTheory.volume) (by norm_num)
  have hK : ∀ K : ℝ, IntervalIntegrable (fun c : ℝ => (1 - c ^ 2) * K)
      MeasureTheory.volume (-1) 1 :=
    fun K => Continuous.intervalIntegrable (by fun_prop) _ _
  have hw : ∀ c ∈ cosRange, 0 ≤ 1 - c ^ 2 := fun c hc => by nlinarith [hc.1, hc.2]
  -- compare the integrand with ±M times the nonnegative weight
  have hu := intervalIntegral.integral_mono_on (by norm_num) hi (hK M)
    (fun c hc => mul_le_mul_of_nonneg_left (abs_le.mp (hM c hc)).2 (hw c hc))
  have hl := intervalIntegral.integral_mono_on (by norm_num) (hK (-M)) hi
    (fun c hc => mul_le_mul_of_nonneg_left (abs_le.mp (hM c hc)).1 (hw c hc))
  rw [integral_weight] at hu hl
  rw [exchange_difference hf, abs_le]
  constructor <;> linarith

/-- If a C³ pair energy has f''' ≤ M on [-1,1] and its total-energy exchange exceeds the mean
local exchange by exactly M/3, then f''' = M at every noncollinear angle. -/
theorem third_derivative_eq_of_extremal {f : ℝ → ℝ} {M : ℝ}
    (hf : ContDiffOn ℝ 3 f cosRange)
    (hM : ∀ c ∈ cosRange, iteratedDerivWithin 3 f cosRange c ≤ M)
    (h : totalExchange f - meanLocalExchange f = M / 3) :
    ∀ c ∈ Ioo (-1 : ℝ) 1, iteratedDerivWithin 3 f cosRange c = M := by
  intro c hc
  by_contra hne
  have hlt := lt_of_le_of_ne (hM c (Ioo_subset_Icc_self hc)) hne
  have hg : ContinuousOn (fun c : ℝ => (1 - c ^ 2) * M) cosRange := by fun_prop
  -- a deficit at one angle makes the whole integral strictly smaller
  have hs := intervalIntegral.integral_lt_integral_of_continuousOn_of_le_of_exists_lt
    (by norm_num) (continuousOn_weighted hf) hg
    (fun x hx => mul_le_mul_of_nonneg_left (hM x (Ioc_subset_Icc_self hx))
      (by nlinarith [hx.1, hx.2]))
    ⟨c, Ioo_subset_Icc_self hc, mul_lt_mul_of_pos_left hlt (by nlinarith [hc.1, hc.2])⟩
  rw [integral_weight] at hs
  rw [exchange_difference hf] at h
  linarith

/-- For M ≥ 0 the pair energy M c³/6 is C³ with |f'''| ≤ M on [-1,1], and its two exchanges
differ by exactly M/3. -/
theorem cubic_attains_bound {M : ℝ} (hM : 0 ≤ M) :
    ContDiffOn ℝ 3 (fun c : ℝ => M * c ^ 3 / 6) cosRange ∧
    (∀ c ∈ cosRange, |iteratedDerivWithin 3 (fun c : ℝ => M * c ^ 3 / 6) cosRange c| ≤ M) ∧
    |totalExchange (fun c => M * c ^ 3 / 6) - meanLocalExchange (fun c => M * c ^ 3 / 6)|
      = M / 3 := by
  have d1 : ∀ x : ℝ, HasDerivAt (fun c : ℝ => M * c ^ 3 / 6) (M * x ^ 2 / 2) x := fun x =>
    (((hasDerivAt_pow 3 x).const_mul M).div_const 6).congr_deriv (by norm_num; ring)
  have d2 : ∀ x : ℝ, HasDerivAt (fun c : ℝ => M * c ^ 2 / 2) (M * x) x := fun x =>
    (((hasDerivAt_pow 2 x).const_mul M).div_const 2).congr_deriv (by norm_num; ring)
  have d3 : ∀ x : ℝ, HasDerivAt (fun c : ℝ => M * c) M x := fun x =>
    ((hasDerivAt_id' x).const_mul M).congr_deriv (mul_one M)
  -- differentiate once more within the physical range
  have step : ∀ (n : ℕ) (g g' : ℝ → ℝ),
      EqOn (iteratedDerivWithin n (fun c : ℝ => M * c ^ 3 / 6) cosRange) g cosRange →
      (∀ x, HasDerivAt g (g' x) x) →
      EqOn (iteratedDerivWithin (n + 1) (fun c : ℝ => M * c ^ 3 / 6) cosRange) g' cosRange := by
    intro n g g' h hg x hx
    rw [iteratedDerivWithin_succ, derivWithin_congr h (h hx)]
    exact (hg x).hasDerivWithinAt.derivWithin (uniqueDiffOn_Icc (by norm_num) x hx)
  have s1 := step 0 _ _ (fun x _ => by rw [iteratedDerivWithin_zero]) d1
  have s3 := step 2 _ (fun _ => M) (step 1 _ _ s1 d2) d3
  refine ⟨by fun_prop, fun c hc => ?_, ?_⟩
  · have h : iteratedDerivWithin 3 (fun c : ℝ => M * c ^ 3 / 6) cosRange c = M := s3 hc
    rw [h, abs_of_nonneg hM]
  · unfold meanLocalExchange totalExchange
    rw [localExchange_eq (by norm_num) (d1 1), localExchange_eq (by norm_num) (d1 (-1))]
    rw [abs_of_nonneg (by linarith)]
    ring

/-- For bilinear plus biquadratic coupling, f = -J c - B c², the local exchange at c in [-1,1]
is J + 2 B c, while the total-energy exchange and the mean local exchange both equal J. -/
theorem bilinear_biquadratic (J B : ℝ) :
    (∀ c ∈ cosRange, localExchange (fun c => -(J * c) - B * c ^ 2) c = J + 2 * B * c) ∧
    totalExchange (fun c => -(J * c) - B * c ^ 2) = J ∧
    meanLocalExchange (fun c => -(J * c) - B * c ^ 2) = J := by
  have hloc : ∀ c ∈ cosRange,
      localExchange (fun c => -(J * c) - B * c ^ 2) c = J + 2 * B * c := by
    intro c hc
    have hd : HasDerivAt (fun c : ℝ => -(J * c) - B * c ^ 2) (-(J + 2 * B * c)) c :=
      (((hasDerivAt_id' c).const_mul J).fun_neg.fun_sub
        ((hasDerivAt_pow 2 c).const_mul B)).congr_deriv (by norm_num; ring)
    rw [localExchange_eq hc hd, neg_neg]
  refine ⟨hloc, ?_, ?_⟩
  · unfold totalExchange
    ring
  · unfold meanLocalExchange
    rw [hloc 1 (by norm_num), hloc (-1) (by norm_num)]
    ring

end

end LocalVersusTotalExchange
```

```lean
#print axioms LocalVersusTotalExchange.abs_total_sub_meanLocal_le
#print axioms LocalVersusTotalExchange.third_derivative_eq_of_extremal
#print axioms LocalVersusTotalExchange.cubic_attains_bound
#print axioms LocalVersusTotalExchange.bilinear_biquadratic
```

```
'LocalVersusTotalExchange.abs_total_sub_meanLocal_le' depends on axioms: [propext, Classical.choice, Quot.sound]
'LocalVersusTotalExchange.third_derivative_eq_of_extremal' depends on axioms: [propext, Classical.choice, Quot.sound]
'LocalVersusTotalExchange.cubic_attains_bound' depends on axioms: [propext, Classical.choice, Quot.sound]
'LocalVersusTotalExchange.bilinear_biquadratic' depends on axioms: [propext, Classical.choice, Quot.sound]
```

## Reading the definitions and theorems

The pair energy is a function `f : ℝ → ℝ`, and `cosRange` denotes the interval $[-1,1]$. The definitions `totalExchange`, `localExchange` and `meanLocalExchange` are $J_{\rm tot}$, $J_{\rm loc}$ and $\bar J_{\rm loc}$. The one-sided slopes enter through `derivWithin`, and $f'''$ is `iteratedDerivWithin 3 f cosRange`. The smoothness hypothesis is `ContDiffOn ℝ 3 f cosRange`.

The integral formula is `exchange_difference`, and the bound is `abs_total_sub_meanLocal_le`. The equality case, `third_derivative_eq_of_extremal`, needs only the upper bound $f'''\le M$ and treats the signed difference $+M/3$. The two examples are `cubic_attains_bound` and `bilinear_biquadratic`.

## How the lemmas carry the derivation

`hasDerivAt_energy` shows that at noncollinear angles the derivatives taken within $[-1,1]$ are ordinary ones, because such a $c$ has a whole neighbourhood inside the interval. `hasDerivAt_primitive` is the product-rule computation of $G'$, with the cancellation done by `ring`. In `exchange_difference` the fundamental theorem of calculus needs $G$ continuous on the closed interval but differentiable only in its interior, which fits the one-sided setting. `continuousOn_weighted` makes the integrand integrable.

For the bound, `integral_mono_on` is used twice, once for the upper bound $M$ and once for the lower bound $-M$ on $f'''$, and `integral_weight` evaluates the comparison integrals. The equality case argues by contradiction: a deficit in $f'''$ at one interior angle would make the integral strictly smaller. For the cubic, the local fact `step` differentiates once within the range and is applied three times. `localExchange_eq` turns an ordinary derivative into a local exchange in both examples.

## What a code must still supply

The bound holds for every $f$ and $M$ that meet the hypotheses, but $M$ is an input. Two collinear energies and two slopes do not determine it; it has to come from a model of $f$ or from knowledge of the intermediate angles.

The model also takes the energy to be a single smooth function of one angle. Moment lengths that change smoothly with the angle can be compatible with this. Where a moment collapses abruptly, or the solution jumps to another electronic state, $f$ may fail to be C³, and the theorem then gives no bound. Interactions that depend on the directions of further moments require a separate treatment. Errors from rounding, incomplete self-consistency or finite differences can widen or narrow the gap between the computed constants, and the bound does not include them.
